# Greedy gradient selection stalls at energy 0 in a three-state model whose ground state, at energy −1, is two pool rotations away

Let $He_0=e_2$, $He_1=0$ and $He_2=e_0$ on real 3-space, with a pool of rotations in the planes 01 and 12: an ansatz grown from $e_0$ by always adding the generator with the largest nonzero energy gradient stays empty, at energy 0. The same pool prepares $R_{12}(-\pi/2)\,R_{01}(\pi/4)\,e_0$, a normalised eigenvector with energy $-1$, and no normalised real state lies lower.

```lean
import Mathlib

open Matrix

namespace AdaptiveUnitaryCC

noncomputable section

/-- The two labels of the operator pool: rotations in the planes 01 and 12. -/
inductive Pool
  | p01
  | p12

/-- The antisymmetric generator belonging to each pool label. -/
def gen : Pool → Matrix (Fin 3) (Fin 3) ℝ
  | .p01 => !![0, -1, 0; 1, 0, 0; 0, 0, 0]
  | .p12 => !![0, 0, 0; 0, 0, -1; 0, 1, 0]

/-- The rotation by the angle `θ` in the plane of each pool label. -/
def rot : Pool → ℝ → Matrix (Fin 3) (Fin 3) ℝ
  | .p01, θ => !![Real.cos θ, -Real.sin θ, 0; Real.sin θ, Real.cos θ, 0; 0, 0, 1]
  | .p12, θ => !![1, 0, 0; 0, Real.cos θ, -Real.sin θ; 0, Real.sin θ, Real.cos θ]

/-- The Hamiltonian that exchanges `e_0` and `e_2` and annihilates `e_1`. -/
def hopping : Matrix (Fin 3) (Fin 3) ℝ := !![0, 0, 1; 0, 0, 0; 1, 0, 0]

/-- The reference state `e_0`. -/
def e0 : Fin 3 → ℝ := ![1, 0, 0]

/-- The quadratic form `ψ · H ψ`, which is the energy of a normalised state `ψ`. -/
def energy (H : Matrix (Fin 3) (Fin 3) ℝ) (ψ : Fin 3 → ℝ) : ℝ := ψ ⬝ᵥ (H *ᵥ ψ)

/-- The selection gradient of a pool generator `A`: the quadratic form `ψ · (H A - A H) ψ`, which is
the expectation value of `H A - A H` when `ψ` is normalised. -/
def gradient (H : Matrix (Fin 3) (Fin 3) ℝ) (k : Pool) (ψ : Fin 3 → ℝ) : ℝ :=
  ψ ⬝ᵥ ((H * gen k - gen k * H) *ᵥ ψ)

/-- The state prepared from `ψ₀` by a list of rotations; the head of the list acts last. -/
def prepare (ψ₀ : Fin 3 → ℝ) : List (Pool × ℝ) → (Fin 3 → ℝ)
  | [] => ψ₀
  | (k, θ) :: L => rot k θ *ᵥ prepare ψ₀ L

/-- The ansätze that greedy selection can reach from `ψ₀`. Each step appends a generator whose
gradient is nonzero and largest in magnitude, and then resets all angles to any values. -/
inductive Run (H : Matrix (Fin 3) (Fin 3) ℝ) (ψ₀ : Fin 3 → ℝ) : List (Pool × ℝ) → Prop
  | start : Run H ψ₀ []
  | grow {L L' : List (Pool × ℝ)} (k : Pool) (run : Run H ψ₀ L)
      (nonzero : gradient H k (prepare ψ₀ L) ≠ 0)
      (largest : ∀ j, |gradient H j (prepare ψ₀ L)| ≤ |gradient H k (prepare ψ₀ L)|)
      (labels : L'.map Prod.fst = k :: L.map Prod.fst) : Run H ψ₀ L'

/-- Each pool rotation is the identity at angle zero and obeys `R' = A R` with its generator `A`. -/
theorem rot_generated (k : Pool) :
    rot k 0 = 1 ∧
      ∀ θ i j, HasDerivAt (fun t => rot k t i j) ((gen k * rot k θ) i j) θ := by
  constructor
  · cases k <;> ext i j <;> fin_cases i <;> fin_cases j <;> simp [rot]
  · intro θ i j
    cases k <;> fin_cases i <;> fin_cases j <;>
      simp [rot, gen, Matrix.mul_apply, Fin.sum_univ_three, hasDerivAt_const,
        Real.hasDerivAt_sin, Real.hasDerivAt_cos, (Real.hasDerivAt_sin θ).fun_neg]

/-- For any real matrix `H` and any state, the selection gradient is the slope of the energy at
angle zero when the pool rotation is applied to the state. -/
theorem gradient_is_slope (H : Matrix (Fin 3) (Fin 3) ℝ) (k : Pool) (ψ : Fin 3 → ℝ) :
    HasDerivAt (fun θ => energy H (rot k θ *ᵥ ψ)) (gradient H k ψ) 0 := by
  -- the rotated state moves with velocity `A ψ`
  have hv : ∀ i, HasDerivAt (fun t => (rot k t *ᵥ ψ) i) ((gen k *ᵥ ψ) i) 0 := by
    intro i
    have h := HasDerivAt.fun_sum (u := Finset.univ)
      (fun j _ => ((rot_generated k).2 0 i j).mul_const (ψ j))
    simp only [(rot_generated k).1, mul_one] at h
    exact h
  -- product rule for the quadratic form
  have hE := HasDerivAt.fun_sum (u := Finset.univ) (fun i _ => (hv i).fun_mul
    (HasDerivAt.fun_sum (u := Finset.univ) (fun j _ => (hv j).const_mul (H i j))))
  refine hE.congr_deriv ?_
  simp only [(rot_generated k).1, Matrix.one_mulVec]
  -- expand into entries, then insert the generator
  simp only [gradient, Matrix.mulVec, dotProduct, Fin.sum_univ_three, Matrix.sub_apply,
    Matrix.mul_apply]
  cases k <;> simp [gen] <;> ring

/-- If every pool gradient vanishes at the reference state, greedy selection never leaves the
empty ansatz. -/
theorem run_stalls {H : Matrix (Fin 3) (Fin 3) ℝ} {ψ₀ : Fin 3 → ℝ}
    (h : ∀ k, gradient H k ψ₀ = 0) {L : List (Pool × ℝ)} (hL : Run H ψ₀ L) : L = [] := by
  induction hL with
  | start => rfl
  | grow k _ nonzero _ _ ih =>
    subst ih
    exact absurd (h k) nonzero

/-- The state obtained from `e_0` by a rotation in plane 01 followed by one in plane 12. -/
theorem two_rotations (θ φ : ℝ) :
    rot .p12 φ *ᵥ (rot .p01 θ *ᵥ e0) =
      ![Real.cos θ, Real.sin θ * Real.cos φ, Real.sin θ * Real.sin φ] := by
  ext i
  fin_cases i <;> simp [rot, e0, Matrix.mulVec, dotProduct, Fin.sum_univ_three] <;> ring

/-- The energy after a rotation by `θ` in plane 01 and then by `φ` in plane 12 is
`sin (2θ) sin φ`. -/
theorem landscape (θ φ : ℝ) :
    energy hopping (rot .p12 φ *ᵥ (rot .p01 θ *ᵥ e0)) = Real.sin (2 * θ) * Real.sin φ := by
  rw [two_rotations, Real.sin_two_mul]
  simp [energy, hopping, Matrix.mulVec, dotProduct, Fin.sum_univ_three]
  ring

/-- After a rotation of `e_0` by `θ` in plane 01, the gradient of the 12 generator is
`sin (2θ)`. -/
theorem gradient_after_kick (θ : ℝ) :
    gradient hopping .p12 (rot .p01 θ *ᵥ e0) = Real.sin (2 * θ) := by
  have h1 := gradient_is_slope hopping .p12 (rot .p01 θ *ᵥ e0)
  simp only [landscape] at h1
  have h2 := h1.unique ((Real.hasDerivAt_sin 0).const_mul (Real.sin (2 * θ)))
  simpa using h2

/-- Both gradients vanish at `e_0` and every greedy run from there stays at energy 0, yet
`R_12(-π/2) R_01(π/4) e_0` is a normalised eigenvector of energy -1, the lowest energy of any
normalised state. -/
theorem greedy_misses_ground_state :
    (∀ k, gradient hopping k e0 = 0) ∧
    (∀ L, Run hopping e0 L → energy hopping (prepare e0 L) = 0) ∧
    (let g := prepare e0 [(.p12, -(Real.pi / 2)), (.p01, Real.pi / 4)];
      g ⬝ᵥ g = 1 ∧ hopping *ᵥ g = -g ∧ energy hopping g = -1) ∧
    ∀ ψ : Fin 3 → ℝ, ψ ⬝ᵥ ψ = 1 → -1 ≤ energy hopping ψ := by
  have hgrad : ∀ k, gradient hopping k e0 = 0 := by
    intro k
    cases k <;> simp [gradient, hopping, gen, e0, Matrix.mulVec, dotProduct,
      Fin.sum_univ_three]
  have hg : prepare e0 [(.p12, -(Real.pi / 2)), (.p01, Real.pi / 4)] =
      ![√2 / 2, 0, -(√2 / 2)] := by
    simp only [prepare]
    rw [two_rotations]
    simp
  have hs : √2 * √2 = (2 : ℝ) := Real.mul_self_sqrt (by norm_num)
  refine ⟨hgrad, ?_, ?_, ?_⟩
  · intro L hL
    rw [run_stalls hgrad hL]
    simp [prepare, energy, hopping, e0, Matrix.mulVec, dotProduct, Fin.sum_univ_three]
  · intro g
    have hg' : g = ![√2 / 2, 0, -(√2 / 2)] := hg
    rw [hg']
    refine ⟨?_, ?_, ?_⟩
    · simp only [dotProduct, Fin.sum_univ_three, Matrix.cons_val]
      linear_combination hs / 2
    · ext i
      fin_cases i <;> simp [hopping, Matrix.mulVec, dotProduct, Fin.sum_univ_three]
    · simp only [energy, hopping, Matrix.mulVec, dotProduct, Fin.sum_univ_three,
        Matrix.of_apply, Matrix.cons_val]
      linear_combination -hs / 2
  · intro ψ hψ
    -- the bound is the positivity of `(ψ 0 + ψ 2)² + (ψ 1)²`
    have hE : energy hopping ψ = 2 * (ψ 0 * ψ 2) := by
      simp [energy, hopping, Matrix.mulVec, dotProduct, Fin.sum_univ_three]
      ring
    simp only [dotProduct, Fin.sum_univ_three] at hψ
    rw [hE]
    nlinarith [sq_nonneg (ψ 0 + ψ 2), sq_nonneg (ψ 1)]

end

end AdaptiveUnitaryCC
```

```lean
#print axioms AdaptiveUnitaryCC.gradient_after_kick
#print axioms AdaptiveUnitaryCC.greedy_misses_ground_state
```

```
'AdaptiveUnitaryCC.gradient_after_kick' depends on axioms: [propext, Classical.choice, Quot.sound]
'AdaptiveUnitaryCC.greedy_misses_ground_state' depends on axioms: [propext, Classical.choice, Quot.sound]
```

## When a zero gradient is not convergence

Adaptive unitary coupled-cluster methods build a trial state step by step. They start from a reference state and hold a pool of anti-Hermitian generators, usually excitation operators minus their adjoints. At each step they compute, for every generator, the slope of the energy that its exponential would produce if applied to the current state. The generator with the steepest slope is appended, the angles are re-optimised, and the procedure stops when all slopes are zero or small.

The question is whether such a stop means that the pool has nothing more to offer. In this three-state model with two generators it does not: both slopes vanish at the reference state, although the same pool can prepare the ground state, which lies lower.

The model can be pictured as one particle on three sites. The Hamiltonian moves it between sites 0 and 2 with amplitude 1, which sets the unit of energy. The pool mixes only neighbouring sites, 0 with 1 and 1 with 2, so pool rotations can carry the particle from site 0 to site 2 only by way of site 1.

## States, pool and greedy runs in Lean

A state is a function `Fin 3 → ℝ`, a real vector $\psi=(\psi_0,\psi_1,\psi_2)$. The Hamiltonian $H$ is the matrix `hopping`, and the reference $e_0$ is `e0`. The function `energy` is the quadratic form $\psi\cdot H\psi$, which is the energy expectation value when $\psi\cdot\psi=1$.

The type `Pool` has the two labels `p01` and `p12`. Their generators, given by `gen`, are written $A_{01}$ and $A_{12}$ here. They are antisymmetric, and the signs are fixed by
$$A_{01}e_0=e_1,\quad A_{01}e_1=-e_0,\qquad A_{12}e_1=e_2,\quad A_{12}e_2=-e_1,$$
with the remaining basis vector sent to zero in each case. The rotations $R_{01}(\theta)$ and $R_{12}(\theta)$ are given by `rot` as explicit matrices, with no matrix exponential. The theorem `rot_generated` ties them to the generators: $R_k(0)=1$ and $R_k'(\theta)=A_kR_k(\theta)$, the initial-value problem that characterises $e^{\theta A_k}$.

The word `gradient` denotes a single number for each generator, $\psi\cdot(HA_k-A_kH)\psi$, and not a vector of derivatives.

An ansatz is a list of pairs of a label and an angle. The function `prepare` applies it to the reference, and the head of the list acts last, so the list reads in the same order as the operator product.

The predicate `Run` describes all ansätze that greedy selection can reach. The empty list is reachable. From a reachable list one may go to a longer one if the added generator has a nonzero gradient at the current state and no other gradient is larger in magnitude. Only the labels of the new list are prescribed; its angles are free. Any rule for re-optimising the angles is therefore included, as is any way of breaking ties. A positive stopping threshold would only end a run earlier.

The final theorem, `greedy_misses_ground_state`, has four parts:

- both gradients vanish at $e_0$;
- every ansatz reachable from $e_0$ gives energy 0;
- the two-rotation state $g=R_{12}(-\pi/2)R_{01}(\pi/4)e_0$ satisfies $g\cdot g=1$, $Hg=-g$ and $g\cdot Hg=-1$;
- every real $\psi$ with $\psi\cdot\psi=1$ has energy at least $-1$.

The step to a molecule is the representation of a many-electron Hamiltonian and its excitation pool by these $3\times3$ matrices, and no hypothesis supplies it. How often molecular calculations stall in this way is a separate question.

## The commutator is the slope of the energy

Rotate a state $\psi$ by $R_k(\theta)$ and write $E(\theta)$ for the resulting energy. At $\theta=0$ the rotated state is $\psi$ and its velocity is $A_k\psi$. The product rule gives
$$E'(0)=(A_k\psi)\cdot H\psi+\psi\cdot HA_k\psi .$$
Since $A_k$ is antisymmetric, $(A_k\psi)\cdot H\psi=-\psi\cdot A_kH\psi$, and so
$$E'(0)=\psi\cdot(HA_k-A_kH)\psi .$$
This is `gradient_is_slope`, which holds for every real $3\times3$ matrix $H$, symmetric or not. In its proof, `hv` is the velocity statement, component by component, and `hE` is the product rule. The last lines expand both sides into entries and insert the two generators, which is where the antisymmetry enters.

The velocity comes from `rot_generated`, which is checked entry by entry. In the rotating $2\times2$ block it is the identity
$$\frac{d}{d\theta}\begin{pmatrix}\cos\theta&-\sin\theta\\ \sin\theta&\cos\theta\end{pmatrix}=\begin{pmatrix}0&-1\\1&0\end{pmatrix}\begin{pmatrix}\cos\theta&-\sin\theta\\ \sin\theta&\cos\theta\end{pmatrix},$$
and all other entries are constant.

## Two different reasons for a zero slope at $e_0$

The matrix `hopping` is symmetric, so the two terms of the product rule are equal and the slope is $2\,(H\psi)\cdot(A_k\psi)$. At $\psi=e_0$ we have $He_0=e_2$.

- For the plane 01, $A_{01}e_0=e_1$, which is orthogonal to $e_2$. The state moves, but in a direction that does not change the energy.
- For the plane 12, $A_{12}e_0=0$. The state does not move at all.

Both slopes are zero. In Lean this is `hgrad`, obtained by evaluating the commutator expectation for each label.

That a run then stays empty is the content of `run_stalls`, proved by induction on how the ansatz was reached. The starting ansatz is empty. If a list $L$ has been reached, the induction hypothesis says that $L$ is empty, so the current state is still the reference. Growth would need a generator with nonzero gradient there, and all gradients vanish. No growth step is possible, and the energy remains $e_0\cdot He_0=e_0\cdot e_2=0$.

## The energy as a function of two angles

Apply the two rotations in turn, first by $\theta$ in the plane 01 and then by $\varphi$ in the plane 12:
$$R_{01}(\theta)e_0=(\cos\theta,\ \sin\theta,\ 0),$$
$$R_{12}(\varphi)R_{01}(\theta)e_0=(\cos\theta,\ \sin\theta\cos\varphi,\ \sin\theta\sin\varphi).$$
This is `two_rotations`. For any state, $H\psi=(\psi_2,0,\psi_0)$, hence $\psi\cdot H\psi=2\psi_0\psi_2$. The energy of the rotated state is therefore
$$2\cos\theta\sin\theta\sin\varphi=\sin(2\theta)\sin\varphi,$$
which is `landscape`. Near $\theta=\varphi=0$ it behaves like $2\theta\varphi$. The reference is a saddle point of this surface: the energy falls when both angles change together with opposite signs, but it is constant along each axis, and single-generator slopes look only along the axes.

Differentiating the landscape with respect to $\varphi$ at $\varphi=0$ gives $\sin(2\theta)$. By `gradient_is_slope`, the same derivative is the gradient of the 12 generator at $R_{01}(\theta)e_0$. A function has only one derivative at a point, so the two agree; this is how `gradient_after_kick` is proved, with `h1.unique` comparing the two values. A preliminary rotation in the plane 01, useless for the energy by itself, thus switches on the gradient that was missing whenever $\sin(2\theta)\neq0$.

## The ground state and the lower bound

At $\theta=\pi/4$ and $\varphi=-\pi/2$ the prepared state is
$$g=\left(\tfrac{\sqrt2}{2},\ 0,\ -\tfrac{\sqrt2}{2}\right).$$
Its norm squared is $\tfrac12+\tfrac12=1$. Applying $H$ exchanges the outer components, which gives $Hg=-g$, and so $g\cdot Hg=-1$. In the code `hg` computes the vector, and the norm and the energy follow from $\sqrt2\cdot\sqrt2=2$, stored as `hs`.

For the bound, take any $\psi$ with $\psi_0^2+\psi_1^2+\psi_2^2=1$. Then
$$\psi\cdot H\psi+1=2\psi_0\psi_2+\psi_0^2+\psi_1^2+\psi_2^2=(\psi_0+\psi_2)^2+\psi_1^2\ \ge\ 0 .$$
The tactic `nlinarith` receives exactly these two squares and combines them with the normalisation.

## A kick of 15 degrees

Take $\theta=\pi/12$. The state after the first rotation is approximately $\psi=(0.9659,\ 0.2588,\ 0)$, and its energy is still 0 because $\psi_2=0$. For the 12 generator,
$$H\psi=(0,0,0.9659),\qquad A_{12}\psi=(0,0,0.2588),$$
so the gradient is $2\times0.9659\times0.2588=0.5$, in agreement with $\sin(\pi/6)$. Rotating next by $\varphi=-\pi/2$ gives $(0.9659,\ 0,\ -0.2588)$ with energy $-0.5$. Increasing $\theta$ to $\pi/4$ at the same $\varphi$ lowers the energy to $-1$.

The same numbers show what the hypothesis of `run_stalls` does. Use the kicked state $\psi$ as the reference in place of $e_0$. The gradient of the 01 generator is still zero, since $A_{01}\psi=(-0.2588,\ 0.9659,\ 0)$ is orthogonal to $H\psi$, but that of the 12 generator is $0.5$. Greedy selection now appends the 12 generator, and with the angle $-\pi/2$ it reaches energy $-0.5$. A vanishing 01 gradient alone is therefore not enough to keep the ansatz empty.
